# The Wick determinant: overlaps and one-body matrix elements of non-orthogonal determinant states

Let $V$ be a complex vector space of any dimension, and let $a_i$ and $b_j$ be linear operators on it, with $i,j=0,\dots,n-1$. Indices start at zero as in `Fin n`; the comments in the code count from one. The operators obey

$$a_i b_j + b_j a_i = S_{ij}\,1,\qquad a_i w = 0 .$$

Physically, $a_i$ annihilates an electron in orbital $\varphi_i$, $b_j$ creates one in orbital $\chi_j$, $S_{ij}=\langle\varphi_i|\chi_j\rangle$ is their overlap, and $w$ is the vacuum. Orbitals here are spin orbitals: the overlap includes the spin part and is zero between opposite spins. The two orbital sets may differ, so $S$ need not be Hermitian. No relations among the $a$'s or among the $b$'s are assumed.

In Lean, operators are elements of `Module.End ℂ V`, their product is composition, and `S i j • 1` is the scalar operator $S_{ij}1$. Where an inner product is needed, the space is called $H$, and the inner product is linear in its second argument.

```lean
import Mathlib

open Matrix

namespace WickDeterminant

noncomputable section

variable {V : Type*} [AddCommGroup V] [Module ℂ V]
variable {H : Type*} [NormedAddCommGroup H] [InnerProductSpace ℂ H]
variable {n : ℕ}
```

The creators are multiplied in order, $b_0b_1\cdots b_{n-1}$:

```lean
/-- The ordered string of creators `b₁ b₂ … bₙ`. -/
def fill (b : Fin n → Module.End ℂ V) : Module.End ℂ V := (List.ofFn b).prod
```

The annihilators are multiplied in reverse, $a_{n-1}\cdots a_1a_0$. Both strings are the identity when $n=0$.

```lean
/-- The string of annihilators in reversed order, `aₙ … a₂ a₁`. -/
def strip (a : Fin n → Module.End ℂ V) : Module.End ℂ V := (List.ofFn a).reverse.prod
```

## (a) Splitting off the first creator

**Task.** For $n+1$ creators and any vector $x$, show that

$$(b_0b_1\cdots b_n)\,x=b_0\,(b_1\cdots b_n\,x).$$

**Solution.** This is associativity of composition. The shifted family $b_1,\dots,b_n$ is written `fun i => b i.succ`.

```lean
/-- The first creator of the string acts last. -/
theorem fill_succ (b : Fin (n + 1) → Module.End ℂ V) (x : V) :
    fill b x = b 0 (fill (fun i => b i.succ) x) := by
  simp [fill, List.ofFn_succ]
```

## (b) Splitting off the first annihilator

**Task.** Show that in the reversed string $a_0$ acts first:

$$(a_n\cdots a_1a_0)\,x=(a_n\cdots a_1)(a_0x).$$

**Solution.** The factor $a_0$ stands furthest to the right, so it meets $x$ first.

```lean
/-- The first annihilator of the reversed string acts first. -/
theorem strip_succ (a : Fin (n + 1) → Module.End ℂ V) (x : V) :
    strip a x = strip (fun i => a i.succ) (a 0 x) := by
  simp [strip, List.ofFn_succ]
```

## (c) One annihilator passing through the creators

**Task.** Let $c$ be a single annihilator with $cw=0$ and $cb_j+b_jc=s_j1$ for $j=0,\dots,n$. Show that

$$c\,b_0\cdots b_n w=\sum_{j=0}^{n}(-1)^j s_j\; b_0\cdots \widehat{b_j}\cdots b_n w ,$$

where the hat marks an omitted factor.

**Solution.** The anticommutator gives $c\,b_jx=s_jx-b_j\,cx$. For one creator, $c\,b_0w=s_0w-b_0cw=s_0w$. For a longer string, put $x=b_1b_2\cdots w$. Then

$$c\,b_0x=s_0x-b_0\,(cx).$$

The first term is the $j=0$ contraction. By induction, $cx$ is the alternating sum over the remaining creators, where $b_{k+1}$ carries the sign $(-1)^k$. The prefactor $-b_0$ restores the missing creator and turns the sign into $(-1)^{k+1}$, as required.

In the code `move` is the rule for passing $c$ to the right, and `j.succAbove` enumerates all indices except $j$. `Fin.sum_univ_succ` separates the $j=0$ term from the rest.

```lean
/-- An annihilator acting on a string of creators over its vacuum gives the alternating sum
of single contractions, each with the contracted creator removed. -/
theorem annihilate_fill (c : Module.End ℂ V) (w : V) (hw : c w = 0)
    (b : Fin (n + 1) → Module.End ℂ V) (s : Fin (n + 1) → ℂ)
    (h : ∀ j, c * b j + b j * c = s j • 1) :
    c (fill b w) =
      ∑ j : Fin (n + 1), ((-1) ^ (j : ℕ) * s j) • fill (fun i => b (j.succAbove i)) w := by
  -- the anticommutator, read as a rule for moving `c` to the right
  have move : ∀ j x, c (b j x) = s j • x - b j (c x) := by
    intro j x
    have e := LinearMap.congr_fun (h j) x
    simp only [LinearMap.add_apply, Module.End.mul_apply, LinearMap.smul_apply,
      Module.End.one_apply] at e
    exact eq_sub_of_add_eq e
  induction n with
  | zero =>
    rw [fill_succ, move]
    simp [fill, hw]
  | succ n ih =>
    rw [Fin.sum_univ_succ, fill_succ b, move, ih (fun i => b i.succ) (fun i => s i.succ)
      (fun j => h j.succ) (fun j => move j.succ), map_sum, sub_eq_add_neg,
      ← Finset.sum_neg_distrib]
    congr 1
    · simp
    · refine Finset.sum_congr rfl fun k _ => ?_
      rw [fill_succ (fun i => b (k.succ.succAbove i))]
      simp [pow_succ]
```

## (d) All annihilators against all creators

**Task.** Show that

$$a_{n-1}\cdots a_0\,b_0\cdots b_{n-1}w=\det(S)\,w .$$

**Solution.** For $n=0$ both sides are $w$, since the empty determinant is 1. For $n+1$ pairs, apply (c) to $a_0$, with $s_j=S_{0j}$:

$$a_n\cdots a_0\,b_0\cdots b_nw=\sum_{j=0}^n(-1)^jS_{0j}\;a_n\cdots a_1\,b_0\cdots\widehat{b_j}\cdots b_nw .$$

The operators left in each term have as contraction matrix $S$ without row 0 and column $j$; call it $S^{(0j)}$. By induction the sum is

$$\sum_{j=0}^n(-1)^jS_{0j}\det S^{(0j)}\,w=\det(S)\,w,$$

the Laplace expansion along the first row. In Lean this expansion is `Matrix.det_succ_row_zero`, and $S^{(0j)}$ is `S.submatrix Fin.succ j.succAbove`.

Wick's theorem in general rewrites arbitrary operator products in normal-ordered form. The identity here treats one arrangement, annihilators to the left of creators, acting on the vacuum.

```lean
/-- Wick determinant: if `aᵢ bⱼ + bⱼ aᵢ = Sᵢⱼ` and every `aᵢ` annihilates `w`, then
`aₙ … a₁ b₁ … bₙ w = det(S) w`. -/
theorem wick_determinant (w : V) (a b : Fin n → Module.End ℂ V)
    (S : Matrix (Fin n) (Fin n) ℂ)
    (h : ∀ i j, a i * b j + b j * a i = S i j • 1) (ha : ∀ i, a i w = 0) :
    strip a (fill b w) = S.det • w := by
  induction n with
  | zero => simp [fill, strip]
  | succ n ih =>
    -- contract the first annihilator, then expand the determinant along its first row
    rw [strip_succ, annihilate_fill (a 0) w (ha 0) b (S 0) (h 0), map_sum,
      Matrix.det_succ_row_zero, Finset.sum_smul]
    refine Finset.sum_congr rfl fun j _ => ?_
    rw [map_smul, ih (fun i => a i.succ) (fun i => b (j.succAbove i))
      (S.submatrix Fin.succ j.succAbove) (fun i k => h i.succ (j.succAbove k))
      (fun i => ha i.succ), smul_smul]
```

## (e) The adjoint of a string

**Task.** From here on, $c_i$ denotes a creator that is formally adjoint to $a_i$: $\langle c_ix,y\rangle=\langle x,a_iy\rangle$ for all $x,y\in H$. Show that

$$\langle c_0\cdots c_{n-1}x,\;y\rangle=\langle x,\;a_{n-1}\cdots a_0\,y\rangle .$$

**Solution.** Move $c_0$ across first: $\langle c_0c_1\cdots x,y\rangle=\langle c_1\cdots x,a_0y\rangle$. Repeating this with $a_0y$ in place of $y$ moves the remaining factors. The changing second vector is the reason for `generalizing y` in the induction.

The adjoint relation is a hypothesis about operators defined on all of $H$; completeness of $H$ is not needed.

```lean
/-- If each `cᵢ` is the formal adjoint of `aᵢ`, the string `c₁ … cₙ` is the formal adjoint
of `aₙ … a₁`. -/
theorem inner_fill (c a : Fin n → Module.End ℂ H)
    (adj : ∀ i x y, inner ℂ (c i x) y = inner ℂ x (a i y)) (x y : H) :
    inner ℂ (fill c x) y = inner ℂ x (strip a y) := by
  induction n generalizing y with
  | zero => simp [fill, strip]
  | succ n ih =>
    rw [fill_succ, adj, strip_succ]
    exact ih (fun i => c i.succ) (fun i => a i.succ) (fun i => adj i.succ) (a 0 y)
```

## (f) Overlap of two determinant states

**Task.** For $\|w\|=1$, show that

$$\langle c_0\cdots c_{n-1}w,\;b_0\cdots b_{n-1}w\rangle=\det S .$$

**Solution.** By (e) and then (d), the left side is

$$\langle w,\;a_{n-1}\cdots a_0b_0\cdots b_{n-1}w\rangle=\det(S)\,\|w\|^2=\det S .$$

The two states need not have unit norm. The overlap of the normalised states is $\det S$ divided by the product of their norms, if neither vanishes.

```lean
/-- The overlap of two determinant states built from non-orthogonal orbitals on a normalised
vacuum is the determinant of the orbital overlap matrix. -/
theorem determinant_overlap (w : H) (hw : ‖w‖ = 1) (c a b : Fin n → Module.End ℂ H)
    (S : Matrix (Fin n) (Fin n) ℂ)
    (adj : ∀ i x y, inner ℂ (c i x) y = inner ℂ x (a i y))
    (h : ∀ i j, a i * b j + b j * a i = S i j • 1) (ha : ∀ i, a i w = 0) :
    inner ℂ (fill c w) (fill b w) = S.det := by
  rw [inner_fill c a adj, wick_determinant w a b S h ha, inner_smul_right,
    inner_self_eq_norm_sq_to_K, hw]
  simp
```

## (g) A one-body operator on a determinant state

**Task.** Let $Fw=0$ and $Fb_j-b_jF=g_j$. Show that

$$F\,b_0\cdots b_{n-1}w=\sum_{k=0}^{n-1}b_0\cdots b_{k-1}\,g_k\,b_{k+1}\cdots b_{n-1}w .$$

**Solution.** The commutator gives $F\,b_0x=g_0x+b_0Fx$. The first term has $b_0$ replaced. In the second, $F$ goes on to the next creator, where the same step applies. After the last creator, $Fw=0$ ends the process.

For a one-body operator built from a single-particle operator $f$, $g_j$ creates an electron in $f\chi_j$, and $Fw=0$ says that the empty state contributes nothing. `Function.update b k (g k)` is the family $b$ with entry $k$ exchanged; the auxiliary facts `t` and `z` say how the exchange behaves when $b_0$ is split off.

```lean
/-- An operator that annihilates the vacuum and has commutators `[F, bⱼ] = gⱼ` acts on a
determinant state by replacing one creator `bₖ` at a time by `gₖ`. -/
theorem oneBody_fill (F : Module.End ℂ V) (w : V) (hF : F w = 0)
    (b g : Fin n → Module.End ℂ V) (hg : ∀ j, F * b j - b j * F = g j) :
    F (fill b w) = ∑ k, fill (Function.update b k (g k)) w := by
  induction n with
  | zero => simp [fill, hF]
  | succ n ih =>
    have e : F (b 0 (fill (fun i => b i.succ) w)) =
        g 0 (fill (fun i => b i.succ) w) + b 0 (F (fill (fun i => b i.succ) w)) := by
      rw [← hg 0]
      simp
    rw [fill_succ, e, ih (fun i => b i.succ) (fun i => g i.succ) (fun j => hg j.succ),
      Fin.sum_univ_succ, map_sum]
    congr 1
    · rw [fill_succ (Function.update b 0 (g 0))]
      simp
    · refine Finset.sum_congr rfl fun k _ => ?_
      rw [fill_succ (Function.update b k.succ (g k.succ))]
      have t : (fun i : Fin n => Function.update b k.succ (g k.succ) i.succ) =
          Function.update (fun i => b i.succ) k (g k.succ) := by
        funext i
        simp [Function.update_apply]
      have z : Function.update b k.succ (g k.succ) 0 = b 0 :=
        Function.update_of_ne (Fin.succ_ne_zero k).symm _ _
      rw [t, z]
```

## (h) One-body matrix elements

**Task.** Assume in addition $a_ig_j+g_ja_i=h_{ij}1$, where $h_{ij}$ stands for $\langle\varphi_i|f|\chi_j\rangle$. With $\|w\|=1$ and $c_i$ as in (e), show that

$$\langle c_0\cdots c_{n-1}w,\;F\,b_0\cdots b_{n-1}w\rangle=\sum_{k=0}^{n-1}\det S^{[k]},$$

where $S^{[k]}$ is $S$ with column $k$ replaced by column $k$ of $h$.

**Solution.** Insert (g). Term $k$ is an overlap in which $g_k$ has taken the place of $b_k$. Its contractions are $S_{ij}$ for $j\ne k$ and $h_{ik}$ for $j=k$, which are the entries of $S^{[k]}$. Part (f) turns each term into a determinant. The Lean proof makes the same distinction with `by_cases hj : j = k`.

In non-orthogonal configuration interaction, this formula and (f) supply overlaps and one-electron Hamiltonian elements between determinants with different orbitals; the electron–electron repulsion is a two-body operator and is not covered.

```lean
/-- The matrix element of a one-body operator between non-orthogonal determinant states is
the sum over `k` of `det S` with column `k` replaced by column `k` of the matrix `h`. -/
theorem oneBody_matrix_element (w : H) (hw : ‖w‖ = 1) (c a b g : Fin n → Module.End ℂ H)
    (F : Module.End ℂ H) (S h : Matrix (Fin n) (Fin n) ℂ)
    (adj : ∀ i x y, inner ℂ (c i x) y = inner ℂ x (a i y))
    (hS : ∀ i j, a i * b j + b j * a i = S i j • 1) (ha : ∀ i, a i w = 0)
    (hF : F w = 0) (hg : ∀ j, F * b j - b j * F = g j)
    (hh : ∀ i j, a i * g j + g j * a i = h i j • 1) :
    inner ℂ (fill c w) (F (fill b w)) =
      ∑ k, (S.updateCol k (fun i => h i k)).det := by
  rw [oneBody_fill F w hF b g hg, inner_sum]
  refine Finset.sum_congr rfl fun k _ => ?_
  -- each term is an overlap with one orbital exchanged
  refine determinant_overlap w hw c a _ _ adj (fun i j => ?_) ha
  by_cases hj : j = k
  · subst hj
    simpa [Matrix.updateCol_apply] using hh i j
  · simpa [Matrix.updateCol_apply, Function.update_apply, hj] using hS i j
```

## (i) Two overlapping orbitals in a two-mode Fock space

**Task.** Let $d_0,d_1$ annihilate two orthonormal modes. Take $a_0=d_0$, $a_1=d_0+d_1$, $b_i=c_i=a_i^\dagger$ and $F=d_0^\dagger d_1+d_1^\dagger d_0$. Show that all hypotheses of (h) hold, with

$$S=\begin{pmatrix}1&1\\1&2\end{pmatrix},\qquad h=\begin{pmatrix}0&1\\1&2\end{pmatrix}.$$

**Solution.** The relations $d_pd_q^\dagger+d_q^\dagger d_p=\delta_{pq}1$ give $S$ directly. The hopping operator exchanges the modes, $[F,d_0^\dagger]=d_1^\dagger$ and $[F,d_1^\dagger]=d_0^\dagger$, so $g_0=d_1^\dagger$ and $g_1=d_0^\dagger+d_1^\dagger$. Their anticommutators with $a_0$ and $a_1$ give $h$. Both $a_i$ and $F$ annihilate the empty state.

With these numbers, (f) gives $\det S=2-1=1$, and (h) gives

$$\det\begin{pmatrix}0&1\\1&2\end{pmatrix}+\det\begin{pmatrix}1&1\\1&2\end{pmatrix}=-1+1=0 .$$

Directly, $b_0b_1w=d_0^\dagger d_1^\dagger w$ is the doubly filled state, which has norm 1 and leaves no room for hopping. The second orbital has squared norm 2; after normalisation its overlap with the first is $1/\sqrt2$, and $\det S$ becomes $1/2$.

In the code, the basis vectors 0 to 3 are the empty state, mode 0 filled, mode 1 filled, and $d_0^\dagger d_1^\dagger w$. The function `act` turns a matrix into an operator:

```lean
/-- A 4 × 4 matrix as an operator on the Fock space of two fermionic modes. -/
def act (M : Matrix (Fin 4) (Fin 4) ℂ) : Module.End ℂ (EuclideanSpace ℂ (Fin 4)) where
  toFun x := WithLp.toLp 2 (M *ᵥ x.ofLp)
  map_add' x y := by simp [Matrix.mulVec_add]
  map_smul' r x := by simp [Matrix.mulVec_smul]
```

The matrices of $a_0$ and $a_1$ are

```lean
/-- Annihilators of two non-orthogonal orbitals: the first mode, and the sum of both modes. -/
def orb : Fin 2 → Matrix (Fin 4) (Fin 4) ℂ :=
  ![!![0, 1, 0, 0; 0, 0, 0, 0; 0, 0, 0, 1; 0, 0, 0, 0],
    !![0, 1, 1, 0; 0, 0, 0, -1; 0, 0, 0, 1; 0, 0, 0, 0]]
```

The adjoints of the next two matrices are $g_0$ and $g_1$:

```lean
/-- Annihilators of the two orbitals after the modes have been exchanged. -/
def hopped : Fin 2 → Matrix (Fin 4) (Fin 4) ℂ :=
  ![!![0, 0, 1, 0; 0, 0, 0, -1; 0, 0, 0, 0; 0, 0, 0, 0],
    !![0, 1, 1, 0; 0, 0, 0, -1; 0, 0, 0, 1; 0, 0, 0, 0]]
```

The matrix of $F$ is

```lean
/-- The hopping operator between the two modes. -/
def hop : Matrix (Fin 4) (Fin 4) ℂ :=
  !![0, 0, 0, 0; 0, 0, 1, 0; 0, 1, 0, 0; 0, 0, 0, 0]
```

In the proof, `anti` and `comm` carry matrix identities over to operators. The adjoint relation follows from the conjugate transpose, and the remaining relations are checked entry by entry.

```lean
set_option maxHeartbeats 400000 in
/-- Two non-orthogonal orbitals, the hopping operator and the empty state of a two-mode Fock
space satisfy all the relations assumed for the one-body matrix element. -/
theorem oneBody_matrix_element_witness :
    ‖EuclideanSpace.single (0 : Fin 4) (1 : ℂ)‖ = 1 ∧
    (∀ i x y, inner ℂ (act (orb i)ᴴ x) y = inner ℂ x (act (orb i) y)) ∧
    (∀ i j, act (orb i) * act (orb j)ᴴ + act (orb j)ᴴ * act (orb i) =
      (!![1, 1; 1, 2] : Matrix (Fin 2) (Fin 2) ℂ) i j • 1) ∧
    (∀ i, act (orb i) (EuclideanSpace.single 0 1) = 0) ∧
    act hop (EuclideanSpace.single 0 1) = 0 ∧
    (∀ j, act hop * act (orb j)ᴴ - act (orb j)ᴴ * act hop = act (hopped j)ᴴ) ∧
    (∀ i j, act (orb i) * act (hopped j)ᴴ + act (hopped j)ᴴ * act (orb i) =
      (!![0, 1; 1, 2] : Matrix (Fin 2) (Fin 2) ℂ) i j • 1) := by
  -- matrix identities carry over to operators
  have anti : ∀ (A B : Matrix (Fin 4) (Fin 4) ℂ) (s : ℂ), A * B + B * A = s • 1 →
      act A * act B + act B * act A = s • 1 := by
    intro A B s h
    refine LinearMap.ext fun x => ?_
    have e := congrArg (fun M => WithLp.toLp 2 (M *ᵥ x.ofLp)) h
    simpa [act, Matrix.add_mulVec, Matrix.smul_mulVec] using e
  have comm : ∀ A B C : Matrix (Fin 4) (Fin 4) ℂ, A * B - B * A = C →
      act A * act B - act B * act A = act C := by
    intro A B C h
    refine LinearMap.ext fun x => ?_
    have e := congrArg (fun M => WithLp.toLp 2 (M *ᵥ x.ofLp)) h
    simpa [act, Matrix.sub_mulVec] using e
  -- entry lookups in columns of literal matrices
  have l2 : ∀ (r : ℂ) (f : Fin 3 → ℂ), vecCons r f (2 : Fin 4) = f 1 := fun _ _ => rfl
  have l3 : ∀ (r : ℂ) (f : Fin 3 → ℂ), vecCons r f (3 : Fin 4) = f 2 := fun _ _ => rfl
  have m2 : ∀ (r : ℂ) (f : Fin 2 → ℂ), vecCons r f (2 : Fin 3) = f 1 := fun _ _ => rfl
  refine ⟨by simp, fun i x y => ?_, fun i j => anti _ _ _ ?_, fun i => ?_, ?_,
    fun j => comm _ _ _ ?_, fun i j => anti _ _ _ ?_⟩
  · simp only [EuclideanSpace.inner_eq_star_dotProduct, act, LinearMap.coe_mk,
      AddHom.coe_mk, Matrix.star_mulVec, Matrix.conjTranspose_conjTranspose]
    rw [dotProduct_comm, ← Matrix.dotProduct_mulVec, dotProduct_comm]
  · ext k l
    simp only [Matrix.add_apply, Matrix.smul_apply, Matrix.mul_apply,
      Matrix.conjTranspose_apply, Fin.sum_univ_four]
    fin_cases i <;> fin_cases j <;> fin_cases k <;> fin_cases l <;>
      norm_num [orb, l2, l3, m2, Matrix.one_apply]
  · ext k
    fin_cases i <;> fin_cases k <;>
      simp [act, orb, dotProduct, Fin.sum_univ_four]
  · ext k
    fin_cases k <;> simp [act, hop, dotProduct, Fin.sum_univ_four]
  · ext k l
    simp only [Matrix.sub_apply, Matrix.mul_apply, Matrix.conjTranspose_apply,
      Fin.sum_univ_four]
    fin_cases j <;> fin_cases k <;> fin_cases l <;>
      norm_num [orb, hop, hopped, l2, l3, m2]
  · ext k l
    simp only [Matrix.add_apply, Matrix.smul_apply, Matrix.mul_apply,
      Matrix.conjTranspose_apply, Fin.sum_univ_four]
    fin_cases i <;> fin_cases j <;> fin_cases k <;> fin_cases l <;>
      norm_num [orb, hopped, l2, l3, m2, Matrix.one_apply]

end

end WickDeterminant
```

```lean
#print axioms WickDeterminant.oneBody_matrix_element
-- 'WickDeterminant.oneBody_matrix_element' depends on axioms: [propext, Classical.choice, Quot.sound]
```
